# Second-order expansion of a nondegenerate Casida eigenvalue in the coupling strength

A linear-response TDDFT calculation can estimate an excitation energy from a single diagonal element of the Casida matrix, without diagonalising the matrix. This is the small-matrix approximation. For a singlet excitation of a closed-shell system, built on transition $q$ with Kohn–Sham frequency $w_q$ and diagonal kernel element $f_{qq}$, it gives the squared excitation energy as $w_q^2+4w_qf_{qq}$. The result below identifies this estimate as a first-order expansion and gives the second-order term, for a transition whose frequency differs from all others and whose eigenvector can be followed differentiably.

Let $w_p>0$ be the frequencies of finitely many transitions and $f$ a real symmetric matrix of Hartree-exchange-correlation kernel elements. Define

$$K_{pq}=4\sqrt{w_pw_q}\,f_{pq},\qquad \Omega(s)=\mathrm{diag}(w_p^2)+sK .$$

The number $s$ scales the kernel: $s=0$ gives the bare transitions and $s=1$ the full Casida matrix. Let $v(s)$ be a differentiable family of real unit eigenvectors, $\Omega(s)v(s)=\lambda(s)v(s)$, that starts at the unit vector $v(0)=e_q$. If $w_p\neq w_q$ for every $p\neq q$, then

$$\lambda'(0)=4w_qf_{qq},\qquad v_p'(0)=\frac{K_{pq}}{w_q^2-w_p^2}\quad(p\ne q),$$

$$\frac{\lambda''(0)}{2}=\sum_{p\ne q}\frac{K_{pq}^2}{w_q^2-w_p^2}.$$

## Using the second-order term in a code

Each summand is the second-order contribution, at $s=1$, of one neglected transition to the squared energy. A summand of large magnitude flags a transition to examine, but it need not measure the size of the effect: when $w_p$ is close to $w_q$, it can far exceed the true shift. The formula also gives a check on an eigensolver: for small $h$, the difference quotient $[\lambda(h)-2\lambda(0)+\lambda(-h)]/h^2$, taken along the eigenvalue that starts at $w_q^2$, should approach $\lambda''(0)$.

In quantum-mechanical terms this is nondegenerate perturbation theory for a finite matrix that is linear in its parameter.

## From the eigenvalue equation to the second derivative

Take two coupling strengths $s$ and $t$. Since $\Omega(t)=\Omega(s)+(t-s)K$,

$$\lambda(t)\,v(s)\cdot v(t)=v(s)\cdot\Omega(t)v(t)=v(s)\cdot\Omega(s)v(t)+(t-s)\,v(s)\cdot Kv(t).$$

By symmetry $v(s)\cdot\Omega(s)v(t)=\lambda(s)\,v(s)\cdot v(t)$, so

$$(\lambda(t)-\lambda(s))\,v(s)\cdot v(t)=(t-s)\,v(s)\cdot Kv(t).$$

The overlap $v(s)\cdot v(t)$ is continuous in $t$ and equals 1 at $t=s$. It can therefore be divided out near $s$, and letting $t\to s$ gives the Hellmann–Feynman formula

$$\lambda'(s)=v(s)\cdot Kv(s).$$

At $s=0$ this is $K_{qq}=4\sqrt{w_q^2}\,f_{qq}=4w_qf_{qq}$.

Differentiating $v(s)\cdot v(s)=1$ at zero gives $2v_q'(0)=0$. For $p\neq q$, component $p$ of the eigenvalue equation reads

$$(\lambda(s)-w_p^2)\,v_p(s)=s\,(Kv(s))_p .$$

Its derivative at zero is

$$\lambda'(0)v_p(0)+(\lambda(0)-w_p^2)v_p'(0)=(Kv(0))_p=K_{pq}.$$

Here $v_p(0)=0$ and $\lambda(0)=w_q^2$, which gives the stated amplitude.

Finally, differentiate the Hellmann–Feynman formula at zero and use the symmetry of $K$:

$$\lambda''(0)=v'(0)\cdot Kv(0)+v(0)\cdot Kv'(0)=2\sum_p v_p'(0)K_{pq}=2\sum_{p\neq q}\frac{K_{pq}^2}{w_q^2-w_p^2}.$$

Two consequences follow. The excitation energy $\sqrt{\lambda}$ has slope $4w_qf_{qq}/(2w_q)=2f_{qq}$ at zero, which is the single-pole shift. If $w_q$ is the lowest frequency, every denominator is negative, so $\lambda''(0)\le0$.

## Lean source

```lean
import Mathlib

open Matrix Topology

namespace SmallMatrixApproximation

noncomputable section

variable {n : Type*} [Fintype n] [DecidableEq n]

/-- The coupling matrix `K_pq = 4 √(w_p w_q) f_pq` between transitions of frequencies `w`. -/
def coupling (w : n → ℝ) (f : Matrix n n ℝ) : Matrix n n ℝ :=
  Matrix.of fun p q => 4 * √(w p * w q) * f p q

/-- The Casida matrix `diag(w²) + s K` at coupling strength `s`. -/
def casidaMatrix (w : n → ℝ) (f : Matrix n n ℝ) (s : ℝ) : Matrix n n ℝ :=
  Matrix.diagonal (fun p => w p ^ 2) + s • coupling w f

/-- A differentiable family of unit eigenvectors `v s` of the Casida matrix, with eigenvalues
`lam s`, that starts at the bare transition `q`. -/
structure IsBranch (w : n → ℝ) (f : Matrix n n ℝ) (q : n) (lam : ℝ → ℝ)
    (v : ℝ → n → ℝ) : Prop where
  eigen : ∀ s, casidaMatrix w f s *ᵥ v s = lam s • v s
  unit : ∀ s, v s ⬝ᵥ v s = 1
  diff : ∀ s p, DifferentiableAt ℝ (fun t => v t p) s
  start : v 0 = Pi.single q 1

variable {w : n → ℝ} {f : Matrix n n ℝ} {q : n} {lam : ℝ → ℝ} {v : ℝ → n → ℝ}

omit [Fintype n] [DecidableEq n] in
/-- A symmetric kernel gives a symmetric coupling matrix. -/
theorem coupling_isSymm (hf : f.IsSymm) : (coupling w f).IsSymm := by
  ext p r
  show 4 * √(w r * w p) * f r p = 4 * √(w p * w r) * f p r
  rw [mul_comm (w r), hf.apply p r]

omit [DecidableEq n] in
/-- The overlap of a fixed vector with a moving one changes at the rate of its overlap with
the velocity. -/
theorem hasDerivAt_dot {d : n → ℝ} {s : ℝ}
    (hd : ∀ p, HasDerivAt (fun t => v t p) (d p) s) (a : n → ℝ) :
    HasDerivAt (fun t => a ⬝ᵥ v t) (a ⬝ᵥ d) s := by
  simp only [dotProduct]
  exact HasDerivAt.fun_sum fun p _ => (hd p).const_mul (a p)

/-- The eigenvalue equation of the Casida matrix, written for the amplitude of transition `p`. -/
theorem IsBranch.component (h : IsBranch w f q lam v) (s : ℝ) (p : n) :
    w p ^ 2 * v s p + s * (coupling w f *ᵥ v s) p = lam s * v s p := by
  have := congrFun (h.eigen s) p
  rw [casidaMatrix, Matrix.add_mulVec, Matrix.smul_mulVec] at this
  simpa only [Pi.add_apply, Pi.smul_apply, smul_eq_mul, Matrix.mulVec_diagonal] using this

/-- At zero coupling the eigenvalue is the squared bare frequency. -/
theorem IsBranch.eigenvalue_zero (h : IsBranch w f q lam v) : lam 0 = w q ^ 2 := by
  have := h.component 0 q
  have hq : v 0 q = 1 := by simp [h.start]
  rw [hq] at this
  linarith

/-- The difference of the eigenvalues at two coupling strengths, times the overlap of their
eigenvectors, equals the difference of the strengths times the matrix element of the coupling
between those eigenvectors. -/
theorem IsBranch.two_point (hf : f.IsSymm) (h : IsBranch w f q lam v) (s t : ℝ) :
    (lam t - lam s) * (v s ⬝ᵥ v t) = (t - s) * (v s ⬝ᵥ coupling w f *ᵥ v t) := by
  have hsym : (casidaMatrix w f s)ᵀ = casidaMatrix w f s := by
    simp [casidaMatrix, (coupling_isSymm hf).eq]
  have h1 : v s ⬝ᵥ casidaMatrix w f t *ᵥ v t = lam t * (v s ⬝ᵥ v t) := by
    rw [h.eigen, dotProduct_smul, smul_eq_mul]
  have h2 : v s ⬝ᵥ casidaMatrix w f s *ᵥ v t = lam s * (v s ⬝ᵥ v t) := by
    rw [Matrix.dotProduct_mulVec, ← Matrix.mulVec_transpose, hsym, h.eigen,
      smul_dotProduct, smul_eq_mul]
  have h3 : casidaMatrix w f t = casidaMatrix w f s + (t - s) • coupling w f := by
    unfold casidaMatrix
    module
  rw [h3, Matrix.add_mulVec, dotProduct_add, Matrix.smul_mulVec, dotProduct_smul,
    smul_eq_mul, h2] at h1
  linear_combination (-1 : ℝ) * h1

/-- Hellmann–Feynman theorem: the slope of the eigenvalue is the expectation value of the
coupling matrix. -/
theorem IsBranch.hellmann_feynman (hf : f.IsSymm) (h : IsBranch w f q lam v) (s : ℝ) :
    HasDerivAt lam (v s ⬝ᵥ coupling w f *ᵥ v s) s := by
  have hd := fun p => (h.diff s p).hasDerivAt
  have hg := hasDerivAt_dot hd (v s)
  have hk := hasDerivAt_dot hd (v s ᵥ* coupling w f)
  have hne : v s ⬝ᵥ v s ≠ 0 := by rw [h.unit]; exact one_ne_zero
  have hF := (((hasDerivAt_id' s).sub_const s).fun_mul (hk.fun_div hg hne)).const_add (lam s)
  refine (hF.congr_of_eventuallyEq ?_).congr_deriv ?_
  · -- near `s` the overlap does not vanish and can be divided out
    filter_upwards [hg.continuousAt.eventually_ne hne] with t ht
    show lam t = lam s + (t - s) * ((v s ᵥ* coupling w f) ⬝ᵥ v t / (v s ⬝ᵥ v t))
    rw [← Matrix.dotProduct_mulVec, ← mul_div_assoc, ← h.two_point hf s t,
      mul_div_cancel_right₀ _ ht]
    ring
  · simp only [sub_self, zero_mul, add_zero, one_mul, h.unit, div_one,
      Matrix.dotProduct_mulVec]

/-- Expansion about zero coupling: slope of the eigenvalue, first-order amplitudes of the other
transitions, and second derivative of the eigenvalue. -/
theorem small_matrix_expansion (hw : ∀ p, 0 < w p) (hne : ∀ p, p ≠ q → w p ≠ w q)
    (hf : f.IsSymm) (h : IsBranch w f q lam v) :
    HasDerivAt lam (4 * w q * f q q) 0 ∧
    (∀ p, p ≠ q →
      HasDerivAt (fun s => v s p) (coupling w f p q / (w q ^ 2 - w p ^ 2)) 0) ∧
    HasDerivAt (deriv lam)
      (2 * ∑ p ∈ Finset.univ.erase q, coupling w f p q ^ 2 / (w q ^ 2 - w p ^ 2)) 0 := by
  obtain ⟨d, hd⟩ : ∃ d : n → ℝ, ∀ p, HasDerivAt (fun s => v s p) (d p) 0 :=
    ⟨_, fun p => (h.diff 0 p).hasDerivAt⟩
  have hK : ∀ p, HasDerivAt (fun s => (coupling w f *ᵥ v s) p) ((coupling w f *ᵥ d) p) 0 :=
    fun p => hasDerivAt_dot hd (coupling w f p)
  have hK0 : ∀ p, (coupling w f *ᵥ v 0) p = coupling w f p q := fun p => by
    simp [h.start]
  -- normalization fixes the amplitude of `q` to first order
  have hdq : d q = 0 := by
    have h1 : HasDerivAt (fun s => ∑ p, v s p * v s p)
        (∑ p, (d p * v 0 p + v 0 p * d p)) 0 :=
      HasDerivAt.fun_sum fun p _ => (hd p).fun_mul (hd p)
    have h2 : (fun s => ∑ p, v s p * v s p) = fun _ => (1 : ℝ) := funext h.unit
    rw [h2] at h1
    have h3 := h1.unique (hasDerivAt_const (0 : ℝ) (1 : ℝ))
    simp [h.start, Pi.single_apply, Finset.sum_add_distrib] at h3
    linarith
  -- the eigenvalue equation fixes the other amplitudes
  have hdp : ∀ p, p ≠ q → d p = coupling w f p q / (w q ^ 2 - w p ^ 2) := by
    intro p hp
    have hL : HasDerivAt (fun s => (lam s - w p ^ 2) * v s p)
        ((v 0 ⬝ᵥ coupling w f *ᵥ v 0) * v 0 p + (lam 0 - w p ^ 2) * d p) 0 :=
      ((h.hellmann_feynman hf 0).sub_const (w p ^ 2)).fun_mul (hd p)
    have hR := (hasDerivAt_id' (0 : ℝ)).fun_mul (hK p)
    have heq : (fun s => (lam s - w p ^ 2) * v s p)
        = fun s => s * (coupling w f *ᵥ v s) p := by
      funext s
      linear_combination (-1 : ℝ) * h.component s p
    rw [heq] at hL
    have hu := hL.unique hR
    have hv0 : v 0 p = 0 := by simp [h.start, hp]
    rw [hv0, h.eigenvalue_zero, hK0] at hu
    have hgap : w q ^ 2 - w p ^ 2 ≠ 0 := by
      rw [show w q ^ 2 - w p ^ 2 = (w q - w p) * (w q + w p) by ring]
      exact mul_ne_zero (sub_ne_zero.mpr (hne p hp).symm) (add_pos (hw q) (hw p)).ne'
    rw [eq_div_iff hgap]
    linear_combination hu
  refine ⟨(h.hellmann_feynman hf 0).congr_deriv ?_, fun p hp => hdp p hp ▸ hd p, ?_⟩
  · have h1 : v 0 ⬝ᵥ coupling w f *ᵥ v 0 = coupling w f q q := by simp [h.start]
    rw [h1]
    show 4 * √(w q * w q) * f q q = _
    rw [Real.sqrt_mul_self (hw q).le]
  · -- differentiate the Hellmann–Feynman formula once more
    have hfun : deriv lam = fun s => ∑ p, v s p * (coupling w f *ᵥ v s) p :=
      funext fun s => (h.hellmann_feynman hf s).deriv
    have h2 : HasDerivAt (fun s => ∑ p, v s p * (coupling w f *ᵥ v s) p)
        (∑ p, (d p * (coupling w f *ᵥ v 0) p + v 0 p * (coupling w f *ᵥ d) p)) 0 :=
      HasDerivAt.fun_sum fun p _ => (hd p).fun_mul (hK p)
    have h3 : ∑ p, v 0 p * (coupling w f *ᵥ d) p = ∑ p, d p * coupling w f p q := by
      rw [h.start]
      simp only [Pi.single_apply, ite_mul, one_mul, zero_mul, Finset.sum_ite_eq',
        Finset.mem_univ, if_true]
      show ∑ p, coupling w f q p * d p = _
      refine Finset.sum_congr rfl fun p _ => ?_
      rw [(coupling_isSymm hf).apply p q, mul_comm]
    have h4 : ∑ p, d p * coupling w f p q
        = ∑ p ∈ Finset.univ.erase q, coupling w f p q ^ 2 / (w q ^ 2 - w p ^ 2) := by
      rw [← Finset.add_sum_erase _ _ (Finset.mem_univ q), hdq, zero_mul, zero_add]
      refine Finset.sum_congr rfl fun p hp => ?_
      rw [hdp p (Finset.ne_of_mem_erase hp)]
      ring
    rw [hfun]
    refine h2.congr_deriv ?_
    simp only [hK0]
    rw [Finset.sum_add_distrib, h3, h4]
    ring

/-- Single-pole shift: the excitation energy `√lam` has slope `2 f_qq` at zero coupling. -/
theorem single_pole_shift (hw : ∀ p, 0 < w p) (hne : ∀ p, p ≠ q → w p ≠ w q)
    (hf : f.IsSymm) (h : IsBranch w f q lam v) :
    HasDerivAt (fun s => √(lam s)) (2 * f q q) 0 := by
  have hq := hw q
  have h0 : lam 0 ≠ 0 := by rw [h.eigenvalue_zero]; positivity
  refine ((small_matrix_expansion hw hne hf h).1.sqrt h0).congr_deriv ?_
  rw [h.eigenvalue_zero, Real.sqrt_sq hq.le, div_eq_iff (by positivity)]
  ring

/-- For the lowest transition the second derivative of the eigenvalue at zero coupling is
never positive. -/
theorem lowest_transition_second_order (hw : ∀ p, 0 < w p) (hlow : ∀ p, p ≠ q → w q < w p)
    (hf : f.IsSymm) (h : IsBranch w f q lam v) : deriv (deriv lam) 0 ≤ 0 := by
  rw [(small_matrix_expansion hw (fun p hp => (hlow p hp).ne') hf h).2.2.deriv]
  have : ∑ p ∈ Finset.univ.erase q, coupling w f p q ^ 2 / (w q ^ 2 - w p ^ 2) ≤ 0 := by
    refine Finset.sum_nonpos fun p hp => ?_
    have hlt := hlow p (Finset.ne_of_mem_erase hp)
    exact div_nonpos_of_nonneg_of_nonpos (sq_nonneg _) (by nlinarith [hw q, hw p])
  linarith

/-- Two coupled transitions of frequencies 1 and 4 with an explicit eigenvalue branch. -/
theorem small_matrix_expansion_witness :
    (∀ p, 0 < (![1, 4] : Fin 2 → ℝ) p) ∧
    (∀ p, p ≠ 0 → (![1, 4] : Fin 2 → ℝ) p ≠ (![1, 4] : Fin 2 → ℝ) 0) ∧
    (!![0, 15 / 16; 15 / 16, 0] : Matrix (Fin 2) (Fin 2) ℝ).IsSymm ∧
    IsBranch ![1, 4] !![0, 15 / 16; 15 / 16, 0] 0
      (fun s => 17 / 2 - 15 / 2 * √(1 + s ^ 2))
      (fun s => ![Real.cos (Real.arctan s / 2), -Real.sin (Real.arctan s / 2)]) := by
  have h4 : √(4 : ℝ) = 2 := by
    rw [show (4 : ℝ) = 2 ^ 2 by norm_num]
    exact Real.sqrt_sq (by norm_num)
  have hK : coupling ![1, 4] !![0, 15 / 16; 15 / 16, 0]
      = (!![0, 15 / 2; 15 / 2, 0] : Matrix (Fin 2) (Fin 2) ℝ) := by
    ext i j
    fin_cases i <;> fin_cases j <;> simp [coupling, h4] <;> norm_num
  refine ⟨?_, ?_, ?_, ⟨fun s => ?_, fun s => ?_, fun s p => ?_, ?_⟩⟩
  · intro p
    fin_cases p <;> simp
  · intro p hp
    fin_cases p
    · exact absurd rfl hp
    · simp
  · ext i j
    fin_cases i <;> fin_cases j <;> simp
  · -- double-angle formulas for the rotation angle
    have hr : √(1 + s ^ 2) ≠ 0 := by positivity
    have ha : Real.arctan s = 2 * (Real.arctan s / 2) := by ring
    have e1 : (2 * Real.cos (Real.arctan s / 2) ^ 2 - 1) * √(1 + s ^ 2) = 1 := by
      rw [← Real.cos_two_mul, ← ha, Real.cos_arctan, div_mul_cancel₀ _ hr]
    have e2 : 2 * Real.sin (Real.arctan s / 2) * Real.cos (Real.arctan s / 2)
        * √(1 + s ^ 2) = s := by
      rw [← Real.sin_two_mul, ← ha, Real.sin_arctan, div_mul_cancel₀ _ hr]
    have e3 := Real.sin_sq_add_cos_sq (Real.arctan s / 2)
    generalize Real.cos (Real.arctan s / 2) = c at *
    generalize Real.sin (Real.arctan s / 2) = b at *
    generalize √(1 + s ^ 2) = r at *
    have k1 : s * b + c = r * c := by
      linear_combination (-b) * e2 - c * e1 + 2 * r * c * e3
    have k2 : s * c - b = r * b := by
      linear_combination (-c) * e2 + b * e1
    have hM : casidaMatrix ![1, 4] !![0, 15 / 16; 15 / 16, 0] s
        = !![1, s * (15 / 2); s * (15 / 2), 16] := by
      rw [casidaMatrix, hK]
      ext i j
      fin_cases i <;> fin_cases j <;> simp
      norm_num
    rw [hM]
    ext i
    fin_cases i
    · show 1 * c + (s * (15 / 2) * (-b) + 0) = (17 / 2 - 15 / 2 * r) * c
      linear_combination (-15 / 2 : ℝ) * k1
    · show s * (15 / 2) * c + (16 * (-b) + 0) = (17 / 2 - 15 / 2 * r) * (-b)
      linear_combination (15 / 2 : ℝ) * k2
  · simp only [dotProduct, Fin.sum_univ_two, Matrix.cons_val_zero, Matrix.cons_val_one]
    linear_combination Real.sin_sq_add_cos_sq (Real.arctan s / 2)
  · have ht : DifferentiableAt ℝ (fun t => Real.arctan t / 2) s :=
      (Real.hasDerivAt_arctan s).differentiableAt.div_const 2
    fin_cases p
    · exact ht.cos
    · exact ht.sin.neg
  · ext i
    fin_cases i <;> simp

end

end SmallMatrixApproximation
```

```lean
#print axioms SmallMatrixApproximation.single_pole_shift
-- 'SmallMatrixApproximation.single_pole_shift' depends on axioms: [propext, Classical.choice, Quot.sound]
#print axioms SmallMatrixApproximation.lowest_transition_second_order
-- 'SmallMatrixApproximation.lowest_transition_second_order' depends on axioms: [propext, Classical.choice, Quot.sound]
```

## How the Lean statement encodes the matrix problem

The finite type `n` labels the transitions, `w` holds their frequencies and `f` the kernel elements. `coupling w f` is $K$, and `casidaMatrix w f s` is $\Omega(s)$. The structure `IsBranch` collects the conditions on the eigenpair: `eigen` is the eigenvalue equation at every real $s$, `unit` the normalisation, `diff` the differentiability of each amplitude, and `start` the condition $v(0)=e_q$, which also fixes the sign of the vector at zero.

In `small_matrix_expansion`, `hw` makes all frequencies positive, `hne` separates $w_q$ from the others, and `hf` makes the kernel symmetric. Frequencies other than $w_q$ may coincide with one another. Each `HasDerivAt` in the conclusion states that a derivative exists and has the given value. Nothing is assumed about the smoothness of `lam`; its differentiability, and the existence of its second derivative at zero, are proved.

## How the proof follows the derivation

`IsBranch.two_point` is the identity for two coupling strengths. `IsBranch.hellmann_feynman` divides it by the overlap, with `filter_upwards` restricting $t$ to a neighbourhood where the overlap is nonzero. `IsBranch.component` and `IsBranch.eigenvalue_zero` supply the component equation and $\lambda(0)=w_q^2$.

In the main theorem, `hdq` is the normalisation step. `hdp` differentiates both sides of the component equation and equates the results by uniqueness of the derivative. The last part applies the product rule to the Hellmann–Feynman formula, and `h3` uses symmetry to merge the two terms. `single_pole_shift` and `lowest_transition_second_order` are the two consequences.

`small_matrix_expansion_witness` shows that the hypotheses are satisfiable with nonzero coupling. It takes frequencies 1 and 4, off-diagonal kernel element $15/16$, and the branch $\lambda(s)=\tfrac{17}{2}-\tfrac{15}{2}\sqrt{1+s^2}$. The double-angle formulas verify its eigenvector. On this branch $\lambda(1)<0$, so the excitation energy would be imaginary at full coupling: the example tests the hypotheses and does not describe a stable system at $s=1$.

## Limits of the expansion, and a nonsymmetric kernel

The theorems concern derivatives at $s=0$ and give no error bound at $s=1$, where the physical matrix sits. The Casida matrix is taken as given, with a real, frequency-independent kernel and the factor 4 of the spin-unpolarised convention. Existence of a differentiable branch is a hypothesis of the theorems. For a real symmetric $f$ and a nondegenerate $w_q$ it always holds, by Rellich's theorem, but the file establishes it only for the two-transition example. A transition degenerate with $q$ is excluded.

Symmetry of $f$ matters in practice, for instance when a code fills only one triangle of the matrix and calls a general eigensolver. Number two transitions 0 and 1, with $w_0=1$ and $w_1=4$, and let $f_{10}=15/8$ be the only nonzero kernel element. Then $K_{10}=15$ and

$$\Omega(s)=\begin{pmatrix}1&0\\15s&16\end{pmatrix},\qquad v(s)=\frac{1}{\sqrt{1+s^2}}\begin{pmatrix}1\\-s\end{pmatrix},\qquad \lambda(s)=1 .$$

This branch is smooth, normalised and starts at $e_0$. Its second derivative $\lambda''(0)$ is 0, whereas the formula would give $2\cdot15^2/(1-16)=-30$.
